# Power-law decay of an l = 0 projector form factor from smoothness and endpoint conditions

Let p(r) be the radial part of an l = 0 projector that vanishes beyond a cutoff radius r_c, written `a` in the code. Its reduced radial function is χ(r) = r p(r). When a plane-wave calculation applies the projector in reciprocal space, it enters through its form factor at wave number q, and the question is how fast this falls at large q.

```lean
import Mathlib

open Real Set Filter Topology MeasureTheory

namespace VanderbiltProjectorDecay

noncomputable section
```

Write χ^(k) for the k-th derivative on [0, a], one-sided at the endpoints.

```lean
/-- The `k`-th derivative of the radial function `χ` on `[0, a]`, one-sided at the endpoints. -/
def radialDeriv (a : ℝ) (χ : ℝ → ℝ) (k : ℕ) : ℝ → ℝ :=
  iteratedDerivWithin k χ (Icc 0 a)
```

The form factor, without its constant angular prefactor, is

F(q) = ∫₀ᵃ χ(r) sin(qr)/q dr.

```lean
/-- The `l = 0` form factor `∫ χ(r) sin(qr)/q dr` over `[0, a]`, for wave number `q ≠ 0`. -/
def formFactor (a : ℝ) (χ : ℝ → ℝ) (q : ℝ) : ℝ :=
  ∫ r in (0 : ℝ)..a, χ r * sin (q * r) / q
```

The endpoint conditions of order n apply to k ≤ n − 2, written `k + 2 ≤ n` because subtraction of natural numbers truncates at zero. At a, for n ≥ 2, they make χ and its derivatives up to order n − 2 join continuously to zero outside. At the origin, they hold when p is a smooth even function of r, since χ is then odd. For n = 1 they are empty.

```lean
/-- Boundary conditions of order `n`: the derivatives of order `k ≤ n - 2` vanish at the
cutoff radius `a`, and those of even order `k ≤ n - 2` vanish at the origin. -/
def BoundaryMatched (n : ℕ) (a : ℝ) (χ : ℝ → ℝ) : Prop :=
  (∀ k, k + 2 ≤ n → radialDeriv a χ k a = 0) ∧
  (∀ k, k + 2 ≤ n → Even k → radialDeriv a χ k 0 = 0)
```

The derivation also uses the integrals

W_k(q) = ∫₀ᵃ χ^(k)(r) sin(qr + kπ/2) dr.

```lean
/-- The integral over `[0, a]` of the `k`-th derivative of `χ` against the sine wave
advanced by `k` quarter periods. -/
def waveIntegral (a : ℝ) (χ : ℝ → ℝ) (q : ℝ) (k : ℕ) : ℝ :=
  ∫ r in (0 : ℝ)..a, radialDeriv a χ k r * sin (q * r + (k : ℝ) * (π / 2))
```

From (b) on, a > 0 and χ is C^n on [0, a], which is `ContDiffOn ℝ n χ (Icc 0 a)`. Smoothness and endpoint conditions are assumed. Nothing specific to Vanderbilt's construction is used, although the namespace carries his name.

## (a) The spherical Bessel transform

With j₀(x) = sin x / x and j₀(0) = 1, show for q ≠ 0 that

∫₀ᵃ r² p(r) j₀(qr) dr = F(q).

For r ≠ 0, r² p(r) sin(qr)/(qr) = r p(r) sin(qr)/q. At r = 0 both integrands vanish. Lean's `sinc` is j₀, and `by_cases` separates the two cases.

```lean
/-- For `q ≠ 0`, the spherical Bessel transform of a projector `p` with `j₀(x) = sin x / x`
is the form factor of the reduced radial function `χ(r) = r p(r)`. -/
theorem bessel_transform_eq_formFactor (a : ℝ) (p : ℝ → ℝ) {q : ℝ} (hq : q ≠ 0) :
    ∫ r in (0 : ℝ)..a, r ^ 2 * p r * sinc (q * r) = formFactor a (fun r => r * p r) q := by
  unfold formFactor
  congr 1
  funext r
  by_cases hr : r = 0
  · simp [hr]
  · rw [Real.sinc_of_ne_zero (mul_ne_zero hq hr)]
    field_simp
```

## (b) Continuity up to the endpoints

Show that

χ^(k) ∈ C⁰[0, a] for 0 ≤ k ≤ n.

For k < n, χ^(k) is differentiable and hence continuous; for k = n, continuity is part of being C^n. Since a > 0, the one-sided derivatives are unique, which is what `uniqueDiffOn_Icc` supplies.

```lean
/-- Derivatives up to order `n` of a function that is `C^n` on `[0, a]`, `a > 0`,
are continuous there. -/
theorem continuousOn_radialDeriv {n k : ℕ} {a : ℝ} {χ : ℝ → ℝ} (ha : 0 < a)
    (h : ContDiffOn ℝ n χ (Icc 0 a)) (hk : k ≤ n) :
    ContinuousOn (radialDeriv a χ k) (Icc 0 a) :=
  h.continuousOn_iteratedDerivWithin (by exact_mod_cast hk) (uniqueDiffOn_Icc ha)
```

## (c) One integration by parts

For k < n and real q, show that

q W_k = χ^(k)(0) cos(kπ/2) − χ^(k)(a) cos(qa + kπ/2) + W_(k+1).

Put θ = qr + kπ/2. Then

d/dr [χ^(k) cos θ] = χ^(k+1) cos θ − q χ^(k) sin θ.

Integrate over [0, a]. Since cos θ = sin(θ + π/2), the first term on the right gives W_(k+1) and the second −q W_k; rearranging gives the claim. In Lean, `key` is the integrated identity and `shift` the quarter-period step.

```lean
/-- Integration by parts for `χ` of class `C^n` on `[0, a]`, `a > 0`, and `k < n`: a factor `q`
is traded for one more derivative and the boundary terms at the origin and the cutoff. -/
theorem waveIntegral_by_parts {n k : ℕ} {a : ℝ} {χ : ℝ → ℝ} (ha : 0 < a)
    (h : ContDiffOn ℝ n χ (Icc 0 a)) (hk : k + 1 ≤ n) (q : ℝ) :
    q * waveIntegral a χ q k =
      radialDeriv a χ k 0 * cos ((k : ℝ) * (π / 2))
        - radialDeriv a χ k a * cos (q * a + (k : ℝ) * (π / 2))
        + waveIntegral a χ q (k + 1) := by
  have c0 := continuousOn_radialDeriv ha h (Nat.le_of_succ_le hk)
  have c1 := continuousOn_radialDeriv ha h hk
  have hd : ∀ r ∈ Ioo 0 a,
      HasDerivAt (radialDeriv a χ k) (radialDeriv a χ (k + 1) r) r := by
    intro r hr
    have h1 := (h.differentiableOn_iteratedDerivWithin (m := k)
      (by exact_mod_cast hk) (uniqueDiffOn_Icc ha) r
      (Ioo_subset_Icc_self hr)).hasDerivWithinAt
    rw [← iteratedDerivWithin_succ] at h1
    exact h1.hasDerivAt (Icc_mem_nhds hr.1 hr.2)
  have iu : IntervalIntegrable
      (fun r => radialDeriv a χ (k + 1) r * cos (q * r + (k : ℝ) * (π / 2))) volume 0 a :=
    (c1.mul (by fun_prop)).intervalIntegrable_of_Icc ha.le
  have iv : IntervalIntegrable
      (fun r => radialDeriv a χ k r * sin (q * r + (k : ℝ) * (π / 2))) volume 0 a :=
    (c0.mul (by fun_prop)).intervalIntegrable_of_Icc ha.le
  -- the fundamental theorem of calculus for the product of derivative and cosine
  have key : ∫ r in (0 : ℝ)..a,
      (radialDeriv a χ (k + 1) r * cos (q * r + (k : ℝ) * (π / 2))
        - q * (radialDeriv a χ k r * sin (q * r + (k : ℝ) * (π / 2)))) =
      radialDeriv a χ k a * cos (q * a + (k : ℝ) * (π / 2))
        - radialDeriv a χ k 0 * cos (q * 0 + (k : ℝ) * (π / 2)) := by
    refine intervalIntegral.integral_eq_sub_of_hasDerivAt_of_le
      (f := fun r => radialDeriv a χ k r * cos (q * r + (k : ℝ) * (π / 2)))
      ha.le (c0.mul (by fun_prop)) (fun r hr => ?_) (iu.sub (iv.const_mul q))
    have h2 : HasDerivAt (fun r : ℝ => q * r + (k : ℝ) * (π / 2)) q r := by
      simpa using ((hasDerivAt_id' r).const_mul q).add_const ((k : ℝ) * (π / 2))
    exact ((hd r hr).fun_mul h2.cos).congr_deriv (by ring)
  rw [intervalIntegral.integral_sub iu (iv.const_mul q),
    intervalIntegral.integral_const_mul, mul_zero, zero_add] at key
  have shift : ∀ r : ℝ, sin (q * r + ((k + 1 : ℕ) : ℝ) * (π / 2)) =
      cos (q * r + (k : ℝ) * (π / 2)) := by
    intro r
    rw [← Real.sin_add_pi_div_two]
    congr 1
    push_cast
    ring
  unfold waveIntegral
  simp only [shift]
  linear_combination -key
```

## (d) A bound on W_k

For k < n and q > 0, show that

|W_k| ≤ (|χ^(k)(0)| + |χ^(k)(a)| + ∫₀ᵃ |χ^(k+1)| dr) / q.

Take absolute values in (c), bound each sine and cosine by 1, and divide by q. The bound on the remaining integral is `hW`.

```lean
/-- For `χ` of class `C^n` on `[0, a]`, `a > 0`, and `k < n`, the `k`-th wave integral is in
absolute value at most a constant over `q`, for `q > 0`; the constant is built from endpoint values
and the next derivative. -/
theorem abs_waveIntegral_le {n k : ℕ} {a : ℝ} {χ : ℝ → ℝ} (ha : 0 < a)
    (h : ContDiffOn ℝ n χ (Icc 0 a)) (hk : k + 1 ≤ n) {q : ℝ} (hq : 0 < q) :
    |waveIntegral a χ q k| ≤ (|radialDeriv a χ k 0| + |radialDeriv a χ k a|
      + ∫ r in (0 : ℝ)..a, |radialDeriv a χ (k + 1) r|) / q := by
  have c1 := continuousOn_radialDeriv ha h hk
  have hmul : ∀ x y : ℝ, |y| ≤ 1 → |x * y| ≤ |x| := fun x y hy => by
    rw [abs_mul]
    exact mul_le_of_le_one_right (abs_nonneg x) hy
  have hW : |waveIntegral a χ q (k + 1)| ≤
      ∫ r in (0 : ℝ)..a, |radialDeriv a χ (k + 1) r| := by
    refine (intervalIntegral.abs_integral_le_integral_abs ha.le).trans ?_
    exact intervalIntegral.integral_mono_on ha.le
      ((c1.mul (by fun_prop)).abs.intervalIntegrable_of_Icc ha.le)
      (c1.abs.intervalIntegrable_of_Icc ha.le)
      (fun r _ => hmul _ _ (abs_sin_le_one _))
  have h0 := hmul (radialDeriv a χ k 0) _ (abs_cos_le_one ((k : ℝ) * (π / 2)))
  have h1 := hmul (radialDeriv a χ k a) _ (abs_cos_le_one (q * a + (k : ℝ) * (π / 2)))
  rw [le_div_iff₀ hq, mul_comm, ← abs_of_pos hq, ← abs_mul, abs_of_pos hq,
    waveIntegral_by_parts ha h hk q]
  exact (abs_add_le _ _).trans (add_le_add ((abs_sub _ _).trans (add_le_add h0 h1)) hW)
```

## (e) Trading powers of q for derivatives

Under the endpoint conditions, for q ≠ 0 and k < n, show that

q^(k+1) F(q) = W_k(q).

For k = 0 this is the definition of F. Suppose it holds for k, with k + 1 < n. Then k ≤ n − 2, so χ^(k)(a) = 0. At the origin χ^(k)(0) = 0 for even k, while cos(kπ/2) = 0 for odd k. Both boundary terms in (c) vanish, and

q^(k+2) F = q W_k = W_(k+1).

The Lean induction makes the same parity split in `h0`.

```lean
/-- For `χ` of class `C^n` on `[0, a]`, `a > 0`, with boundary conditions of order `n`, and for
`q ≠ 0` and `k < n`, the form factor times `q^(k+1)` is the `k`-th wave integral. -/
theorem pow_mul_formFactor {n : ℕ} {a : ℝ} {χ : ℝ → ℝ} (ha : 0 < a)
    (h : ContDiffOn ℝ n χ (Icc 0 a)) (hb : BoundaryMatched n a χ) {q : ℝ} (hq : q ≠ 0)
    (k : ℕ) (hk : k + 1 ≤ n) :
    q ^ (k + 1) * formFactor a χ q = waveIntegral a χ q k := by
  induction k with
  | zero =>
    simp only [formFactor, waveIntegral, radialDeriv, iteratedDerivWithin_zero,
      Nat.cast_zero, zero_mul, add_zero, zero_add, pow_one, intervalIntegral.integral_div]
    exact mul_div_cancel₀ _ hq
  | succ k ih =>
    have hp := waveIntegral_by_parts ha h (Nat.le_of_succ_le hk) q
    -- at the origin either the derivative or the cosine vanishes
    have h0 : radialDeriv a χ k 0 * cos ((k : ℝ) * (π / 2)) = 0 := by
      rcases Nat.even_or_odd k with he | ⟨j, hj⟩
      · rw [hb.2 k hk he, zero_mul]
      · have hc : cos ((k : ℝ) * (π / 2)) = 0 := by
          rw [Real.cos_eq_zero_iff]
          exact ⟨j, by rw [hj]; push_cast; ring⟩
        rw [hc, mul_zero]
    rw [h0, hb.1 k hk, ← ih (Nat.le_of_succ_le hk)] at hp
    linear_combination hp
```

## (f) The decay bound

For n ≥ 1, under the endpoint conditions, find a C independent of q such that

|F(q)| ≤ C / q^(n+1) for all q > 0.

Parts (e) and (d) with k = n − 1 give q^n |F| = |W_(n−1)| ≤ C/q, where

C = |χ^(n−1)(0)| + |χ^(n−1)(a)| + ∫₀ᵃ |χ^(n)| dr.

Divide by q^n. Lean writes n = m + 1. For a single l = 0 projector meeting these conditions, this limits the form-factor tail lost at a finite plane-wave cutoff.

```lean
/-- Decay of the `l = 0` form factor: if `n ≥ 1` and `χ` is `C^n` on `[0, a]`, `a > 0`, with
boundary conditions of order `n`, there is a constant `C` such that the absolute value of the form
factor is at most `C / q^(n+1)` for all `q > 0`. -/
theorem formFactor_decay {n : ℕ} (hn : 1 ≤ n) {a : ℝ} {χ : ℝ → ℝ} (ha : 0 < a)
    (h : ContDiffOn ℝ n χ (Icc 0 a)) (hb : BoundaryMatched n a χ) :
    ∃ C : ℝ, ∀ q : ℝ, 0 < q → |formFactor a χ q| ≤ C / q ^ (n + 1) := by
  obtain ⟨m, rfl⟩ := Nat.exists_eq_add_of_le' hn
  refine ⟨|radialDeriv a χ m 0| + |radialDeriv a χ m a|
    + ∫ r in (0 : ℝ)..a, |radialDeriv a χ (m + 1) r|, fun q hq => ?_⟩
  have hw := abs_waveIntegral_le ha h le_rfl hq
  rw [← pow_mul_formFactor ha h hb hq.ne' m le_rfl, abs_mul,
    abs_of_pos (pow_pos hq (m + 1)), le_div_iff₀ hq] at hw
  rw [le_div_iff₀ (pow_pos hq _)]
  calc |formFactor a χ q| * q ^ (m + 1 + 1)
      = q ^ (m + 1) * |formFactor a χ q| * q := by ring
    _ ≤ _ := hw
```

## (g) Sharpness of the exponent

Let χ be C^(n+1), with n ≥ 1, endpoint conditions of order n and χ^(n−1)(a) ≠ 0. Show that

q^(n+1) F(q) does not tend to 0 as q → ∞.

Suppose it does. By (e) and (c),

q^(n+1) F = A − D cos(qa + (n−1)π/2) + W_n,

with A = χ^(n−1)(0) cos((n−1)π/2) and D = χ^(n−1)(a). The extra derivative lets (d) give W_n → 0, so the boundary part tends to 0 as well. Along

q_j = (2πj + d − (n−1)π/2)/a

it equals A − D cos d for every j, hence A − D cos d = 0. Taking d = 0 and d = π gives A = D and A = −D, so D = 0, a contradiction. These steps are `hW`, `hB` and `hphase`.

```lean
/-- Sharpness, with `n = m + 1`: if `χ` is `C^(n+1)` on `[0, a]`, `a > 0`, with boundary conditions
of order `n`, and its derivative of order `n - 1` is nonzero at the cutoff, then `q^(n+1)` times
the form factor does not tend to zero as `q → ∞`. -/
theorem formFactor_decay_sharp {m : ℕ} {a : ℝ} {χ : ℝ → ℝ} (ha : 0 < a)
    (h : ContDiffOn ℝ (m + 2 : ℕ) χ (Icc 0 a)) (hb : BoundaryMatched (m + 1) a χ)
    (hne : radialDeriv a χ m a ≠ 0) :
    ¬ Tendsto (fun q : ℝ => q ^ (m + 2) * formFactor a χ q) atTop (𝓝 0) := by
  intro ht
  have h' : ContDiffOn ℝ (m + 1 : ℕ) χ (Icc 0 a) :=
    h.of_le (by exact_mod_cast Nat.le_succ (m + 1))
  have hW : Tendsto (fun q => waveIntegral a χ q (m + 1)) atTop (𝓝 0) := by
    have hK : Tendsto (fun q : ℝ => (|radialDeriv a χ (m + 1) 0| + |radialDeriv a χ (m + 1) a|
        + ∫ r in (0 : ℝ)..a, |radialDeriv a χ (m + 1 + 1) r|) / q) atTop (𝓝 0) :=
      tendsto_const_nhds.div_atTop tendsto_id
    refine squeeze_zero_norm' ?_ hK
    filter_upwards [eventually_gt_atTop (0 : ℝ)] with q hq
    exact abs_waveIntegral_le ha h le_rfl hq
  -- the surviving boundary term would have to tend to zero
  have hB : Tendsto (fun q : ℝ => radialDeriv a χ m 0 * cos ((m : ℝ) * (π / 2))
      - radialDeriv a χ m a * cos (q * a + (m : ℝ) * (π / 2))) atTop (𝓝 0) := by
    have hs := ht.sub hW
    rw [sub_zero] at hs
    refine hs.congr' ?_
    filter_upwards [eventually_gt_atTop (0 : ℝ)] with q hq
    have e1 := pow_mul_formFactor ha h' hb hq.ne' m le_rfl
    have e2 := waveIntegral_by_parts ha h' le_rfl q
    linear_combination q * e1 + e2
  -- sample it at wave numbers where the cosine has a prescribed phase
  have hphase : ∀ d : ℝ, radialDeriv a χ m 0 * cos ((m : ℝ) * (π / 2))
      - radialDeriv a χ m a * cos d = 0 := by
    intro d
    have hq : Tendsto (fun j : ℕ => ((j : ℝ) * (2 * π) + (d - (m : ℝ) * (π / 2))) / a)
        atTop atTop :=
      (tendsto_atTop_add_const_right _ _
        (tendsto_natCast_atTop_atTop.atTop_mul_const Real.two_pi_pos)).atTop_div_const ha
    refine tendsto_nhds_unique (tendsto_const_nhds (f := (atTop : Filter ℕ)))
      ((hB.comp hq).congr fun j => ?_)
    have harg : ((j : ℝ) * (2 * π) + (d - (m : ℝ) * (π / 2))) / a * a
        + (m : ℝ) * (π / 2) = d + (j : ℝ) * (2 * π) := by
      rw [div_mul_cancel₀ _ ha.ne']
      ring
    simp only [Function.comp_apply]
    rw [harg, Real.cos_add_nat_mul_two_pi]
  have p0 := hphase 0
  have p1 := hphase π
  rw [Real.cos_zero] at p0
  rw [Real.cos_pi] at p1
  exact hne (by linarith)

end

end VanderbiltProjectorDecay
```

```lean
#print axioms VanderbiltProjectorDecay.bessel_transform_eq_formFactor
#print axioms VanderbiltProjectorDecay.formFactor_decay
#print axioms VanderbiltProjectorDecay.formFactor_decay_sharp
```

```
'VanderbiltProjectorDecay.bessel_transform_eq_formFactor' depends on axioms: [propext, Classical.choice, Quot.sound]
'VanderbiltProjectorDecay.formFactor_decay' depends on axioms: [propext, Classical.choice, Quot.sound]
'VanderbiltProjectorDecay.formFactor_decay_sharp' depends on axioms: [propext, Classical.choice, Quot.sound]
```

## Numbers for χ(r) = r(1 − r)

This χ is a test function, not a realistic projector: p(r) = 1 − r has a cusp at the origin. Take a = 1 and n = 2. The conditions reduce to χ(0) = χ(1) = 0, which hold. With χ′(0) = 1, χ′(1) = −1 and χ″ = −2, the constant is C = 1 + 1 + 2 = 4, and (e) and (c) give

q³ F(q) = −sin q + 2(1 − cos q)/q.

At q = π, F = 4/π⁴ ≈ 0.041, below the bound 4/π³ ≈ 0.129. At large q the term −sin q persists, as (g) requires.
